# Shifted Gaussians have energies unbounded below in the oscillator with nonzero real cubic coupling

## Units, Hamiltonian and trial states

A particle moves on the line with coordinate x, in units where ħ, the mass and the harmonic frequency equal 1. States are real functions ψ, and

H = −(1/2) d²/dx² + x²/2 + g x³

E[ψ] = ∫ ψ(x) (Hψ)(x) dx

The real constant g is the strength of the cubic anharmonicity. In `hamiltonian`, H acts pointwise through `deriv (deriv ψ)`, and `energy` is the Lebesgue integral over ℝ, not divided by a norm.

```lean
import Mathlib

open MeasureTheory Real

namespace CubicOscillatorTrial

noncomputable section

/-- The Hamiltonian `H = -(1/2) d²/dx² + x²/2 + g x³` acting on a real wave function. -/
def hamiltonian (g : ℝ) (ψ : ℝ → ℝ) (x : ℝ) : ℝ :=
  -(1 / 2) * deriv (deriv ψ) x + (x ^ 2 / 2 + g * x ^ 3) * ψ x

/-- The energy `∫ ψ (H ψ) dx` of a real wave function. -/
def energy (g : ℝ) (ψ : ℝ → ℝ) : ℝ := ∫ x, ψ x * hamiltonian g ψ x
```

The trial state is the harmonic ground state, with its width fixed, moved to a real centre c:

ψ_c(x) = π^(−1/4) exp(−(x − c)²/2)

```lean
/-- The Gaussian trial function `π^(-1/4) exp(-(x-c)²/2)` centred at `c`. -/
def trial (c x : ℝ) : ℝ := π ^ (-(1 / 4) : ℝ) * Real.exp (-(x - c) ^ 2 / 2)
```

The integrands below are cubics times exp(−u²). In `cubicGauss a b c d u` the letter c is the coefficient of u², not the centre.

```lean
/-- A cubic polynomial times the Gaussian weight, `(a + b u + c u² + d u³) exp(-u²)`. -/
def cubicGauss (a b c d u : ℝ) : ℝ :=
  (a + b * u + c * u ^ 2 + d * u ^ 3) * Real.exp (-u ^ 2)
```

`Admissible g ψ` collects the conditions on a state: twice differentiable, ψ² integrable with integral 1, and ψ·Hψ integrable. The final theorem denies a lower bound on this class, so an added condition can only shrink the class and strengthen the statement, and each field must be verified for ψ_c. The field `sq_integrable` is listed for clarity only: Lean gives a non-integrable function the integral 0, so `normalised` already implies it.

```lean
/-- An admissible state: twice differentiable, square integrable with norm one, and with
integrable energy density `ψ (H ψ)`. -/
structure Admissible (g : ℝ) (ψ : ℝ → ℝ) : Prop where
  diff : Differentiable ℝ ψ
  diff_deriv : Differentiable ℝ (deriv ψ)
  sq_integrable : Integrable (fun x => ψ x ^ 2)
  normalised : ∫ x, ψ x ^ 2 = 1
  energy_integrable : Integrable (fun x => ψ x * hamiltonian g ψ x)
```

## Integrable densities

The fields `sq_integrable` and `energy_integrable` say that the norm and the mean energy are finite, absolutely convergent integrals. Without `energy_integrable`, Lean's value 0 for a divergent integral could pose as an energy, and without differentiability its value 0 for a missing derivative could remove the kinetic term. Convergence follows monomial by monomial, from `integrable_rpow_mul_exp_neg_mul_sq`.

```lean
/-- A cubic polynomial times `exp(-u²)` is integrable over the line. -/
theorem integrable_cubicGauss (a b c d : ℝ) : Integrable (cubicGauss a b c d) := by
  have m : ∀ n : ℕ, Integrable (fun x : ℝ => x ^ n * Real.exp (-x ^ 2)) := by
    intro n
    have hn : (0 : ℝ) ≤ n := Nat.cast_nonneg n
    have h := integrable_rpow_mul_exp_neg_mul_sq (b := 1) one_pos (s := (n : ℝ)) (by linarith)
    simpa [Real.rpow_natCast] using h
  refine (((((m 0).const_mul a).add ((m 1).const_mul b)).add ((m 2).const_mul c)).add
    ((m 3).const_mul d)).congr (Filter.Eventually.of_forall fun x => ?_)
  simp only [Pi.add_apply, cubicGauss]
  ring
```

By hand, convergence enters when a boundary term is discarded. For real coefficients a, b, c, d put

F(u) = (−(b + d)/2 − (c/2)u − (d/2)u²) exp(−u²)

F′(u) = (−c/2 + bu + cu² + du³) exp(−u²)

Since F vanishes at both ends, ∫F′ du = 0. The cubic differs from the bracket in F′ by the constant a + c/2, and ∫exp(−u²) du = √π, so

∫ (a + bu + cu² + du³) exp(−u²) du = (a + c/2)√π

In Lean `hF` is the derivative, and `h0` replaces the boundary argument by integrability of F and F′. `hsplit` separates the bare Gaussian.

```lean
/-- Gaussian moments up to third order:
`∫ (a + b u + c u² + d u³) exp(-u²) du = (a + c/2) √π`. -/
theorem integral_cubicGauss (a b c d : ℝ) :
    ∫ x, cubicGauss a b c d x = (a + c / 2) * Real.sqrt π := by
  -- all but a multiple of the bare Gaussian is a total derivative
  have hF : ∀ x, HasDerivAt (cubicGauss (-(b + d) / 2) (-c / 2) (-d / 2) 0)
      (cubicGauss (-c / 2) b c d x) x := by
    intro x
    have he : HasDerivAt (fun x : ℝ => Real.exp (-x ^ 2))
        (Real.exp (-x ^ 2) * (-(2 * x))) x :=
      ((hasDerivAt_pow 2 x).fun_neg).exp.congr_deriv (by ring1)
    have hp : HasDerivAt
        (fun x : ℝ => -(b + d) / 2 + (-c / 2) * x + (-d / 2) * x ^ 2 + 0 * x ^ 3)
        (-c / 2 + (-d / 2) * (2 * x)) x :=
      (((((hasDerivAt_id' x).const_mul (-c / 2)).const_add (-(b + d) / 2)).fun_add
        ((hasDerivAt_pow 2 x).const_mul (-d / 2))).fun_add
        ((hasDerivAt_pow 3 x).const_mul 0)).congr_deriv (by ring1)
    exact (hp.fun_mul he).congr_deriv (by unfold cubicGauss; ring)
  have h0 : ∫ x, cubicGauss (-c / 2) b c d x = 0 :=
    integral_eq_zero_of_hasDerivAt_of_integrable hF (integrable_cubicGauss _ _ _ _)
      (integrable_cubicGauss _ _ _ _)
  have hg : ∫ x : ℝ, Real.exp (-x ^ 2) = Real.sqrt π := by
    simpa using integral_gaussian 1
  have hi : Integrable (fun x : ℝ => Real.exp (-x ^ 2)) := by
    simpa using integrable_exp_neg_mul_sq (b := 1) one_pos
  have hsplit : (fun x => cubicGauss a b c d x)
      = fun x => cubicGauss (-c / 2) b c d x + (a + c / 2) * Real.exp (-x ^ 2) := by
    funext x
    unfold cubicGauss
    ring
  calc ∫ x, cubicGauss a b c d x
      = ∫ x, (cubicGauss (-c / 2) b c d x + (a + c / 2) * Real.exp (-x ^ 2)) :=
        congrArg (integral volume) hsplit
    _ = (∫ x, cubicGauss (-c / 2) b c d x) + ∫ x : ℝ, (a + c / 2) * Real.exp (-x ^ 2) :=
        integral_add (integrable_cubicGauss _ _ _ _) (hi.const_mul _)
    _ = (a + c / 2) * Real.sqrt π := by rw [h0, integral_const_mul, hg, zero_add]
```

## Unit norm

`normalised` makes ψ² a probability density and E[ψ] an expectation value. Without it, multiplying ψ by a number λ multiplies E by λ², and a single negative energy would already destroy every lower bound. Squaring the trial state gives

ψ_c² = exp(−(x − c)²)/√π

whose integral is 1. In `trial_sq`, `hN` handles the prefactor and `hE` adds the exponents.

```lean
/-- The probability density of the trial function is `exp(-(x-c)²)/√π`. -/
theorem trial_sq (c x : ℝ) : trial c x ^ 2 = Real.exp (-(x - c) ^ 2) / Real.sqrt π := by
  have hne : Real.sqrt π ≠ 0 := (Real.sqrt_pos.mpr pi_pos).ne'
  have hN : π ^ (-(1 / 4) : ℝ) * π ^ (-(1 / 4) : ℝ) * Real.sqrt π = 1 := by
    rw [Real.sqrt_eq_rpow, ← Real.rpow_add pi_pos, ← Real.rpow_add pi_pos]
    norm_num
  have hE : Real.exp (-(x - c) ^ 2)
      = Real.exp (-(x - c) ^ 2 / 2) * Real.exp (-(x - c) ^ 2 / 2) := by
    rw [← Real.exp_add]
    congr 1
    ring
  rw [eq_div_iff hne, hE]
  unfold trial
  linear_combination (Real.exp (-(x - c) ^ 2 / 2) * Real.exp (-(x - c) ^ 2 / 2)) * hN
```

## Two derivatives and the energy formula

`diff` and `diff_deriv` make the kinetic term −ψ″/2 exist at every point. With u = x − c, the chain and product rules give

ψ_c′ = −u ψ_c

ψ_c″ = −ψ_c + u² ψ_c = (u² − 1) ψ_c

```lean
/-- The trial function has first derivative `-(x-c) ψ` and second derivative
`((x-c)² - 1) ψ`. -/
theorem hasDerivAt_trial (c x : ℝ) :
    HasDerivAt (trial c) (-(x - c) * trial c x) x ∧
      HasDerivAt (deriv (trial c)) (((x - c) ^ 2 - 1) * trial c x) x := by
  have h1 : ∀ y, HasDerivAt (trial c) (-(y - c) * trial c y) y := by
    intro y
    have hu : HasDerivAt (fun z : ℝ => -(z - c) ^ 2 / 2) (-(y - c)) y :=
      (((((hasDerivAt_id' y).sub_const c).fun_pow 2).fun_neg).div_const 2).congr_deriv
        (by first | ring1 | (norm_num; ring1) | norm_num)
    exact (hu.exp.const_mul (π ^ (-(1 / 4) : ℝ))).congr_deriv (by unfold trial; ring)
  have hd : deriv (trial c) = fun y => -(y - c) * trial c y := funext fun y => (h1 y).deriv
  refine ⟨h1 x, ?_⟩
  rw [hd]
  exact ((((hasDerivAt_id' x).sub_const c).fun_neg).fun_mul (h1 x)).congr_deriv (by ring)
```

Insert ψ_c″ and x = u + c:

ψ_c Hψ_c = [(1 − u²)/2 + (u + c)²/2 + g(u + c)³] ψ_c²

= [1/2 + c²/2 + gc³ + (c + 3gc²)u + 3gc u² + g u³] exp(−u²)/√π

The terms ∓u²/2 cancel, and `ring` performs this expansion once the second derivative is rewritten.

```lean
/-- The energy density of the trial function is an explicit cubic in the displacement
`x - c` times `exp(-(x-c)²)/√π`. -/
theorem energy_density_trial (g c x : ℝ) :
    trial c x * hamiltonian g (trial c) x
      = cubicGauss (1 / 2 + c ^ 2 / 2 + g * c ^ 3) (c + 3 * g * c ^ 2) (3 * g * c) g (x - c)
          / Real.sqrt π := by
  unfold hamiltonian cubicGauss
  rw [(hasDerivAt_trial c x).2.deriv, mul_div_assoc _ (Real.exp _), ← trial_sq]
  ring
```

`trial_admissible` checks all five fields for every g and c. The shift from x to u is `comp_sub_right` for integrability and `integral_sub_right_eq_self` for the value.

```lean
/-- Every trial function is an admissible state, for every centre `c` and coupling `g`. -/
theorem trial_admissible (g c : ℝ) : Admissible g (trial c) := by
  have hne : Real.sqrt π ≠ 0 := (Real.sqrt_pos.mpr pi_pos).ne'
  have hsq : ∀ x, trial c x ^ 2 = cubicGauss 1 0 0 0 (x - c) / Real.sqrt π := by
    intro x
    rw [trial_sq]
    simp [cubicGauss]
  refine ⟨fun x => (hasDerivAt_trial c x).1.differentiableAt,
    fun x => (hasDerivAt_trial c x).2.differentiableAt, ?_, ?_, ?_⟩
  · simp_rw [hsq]
    exact ((integrable_cubicGauss 1 0 0 0).comp_sub_right c).div_const _
  · simp_rw [hsq]
    rw [integral_div, integral_sub_right_eq_self (cubicGauss 1 0 0 0) c, integral_cubicGauss,
      mul_div_cancel_right₀ _ hne]
    norm_num
  · simp_rw [energy_density_trial]
    exact ((integrable_cubicGauss _ _ _ _).comp_sub_right c).div_const _
```

The moment formula keeps the constant term and half the coefficient of u². For every real g and c, with E(c) = E[ψ_c],

E(c) = 1/2 + c²/2 + g(c³ + 3c/2)

```lean
/-- The trial function centred at `c` has energy `1/2 + c²/2 + g (c³ + 3c/2)`. -/
theorem energy_trial (g c : ℝ) :
    energy g (trial c) = 1 / 2 + c ^ 2 / 2 + g * (c ^ 3 + 3 * c / 2) := by
  have hne : Real.sqrt π ≠ 0 := (Real.sqrt_pos.mpr pi_pos).ne'
  unfold energy
  simp_rw [energy_density_trial]
  -- shift the variable to u = x - c and use the Gaussian moments
  rw [integral_div, integral_sub_right_eq_self (cubicGauss _ _ _ _) c, integral_cubicGauss,
    mul_div_cancel_right₀ _ hne]
  ring
```

For g = 0.1 the formula gives

E(0) = 0.5

E(−3) = 0.5 + 4.5 + 0.1(−27 − 4.5) = 1.85

E(−5) = 0.5 + 12.5 + 0.1(−125 − 7.5) = −0.25

E(−10) = 0.5 + 50 + 0.1(−1000 − 15) = −51

For this g, as c decreases past the local minimum near c = −0.16, the energy rises over a barrier near c = −3.2 and then falls without bound. Such a barrier exists only when dE/dc = 3gc² + c + 3g/2 has two real roots, that is when 18g² < 1 (with g ≠ 0).

## Nonzero coupling

The condition g ≠ 0 means that the potential falls to −∞ on one side, whatever the sign or size of g. It is used once, to solve gc = −t for the centre at a given t > 0. Then

E = 1/2 + c²/2 − t(c² + 3/2) = 1/2 − 3t/2 − c²(t − 1/2)

Given a real M, take t = |M| + 1. The last term is not positive, so

E ≤ −1 − 3|M|/2 < −|M| ≤ M

In Lean `hg` lets `field_simp` verify c = −(|M| + 1)/g, `hE` is the rewritten energy, `h2` the sign of the last term, and `linarith` closes the chain. The theorem states that for g ≠ 0 every M lies above some trial energy. With g = 0.1 and M = 0 the chosen centre is c = −10.

```lean
/-- For nonzero cubic coupling, below every real number lies the energy of some trial
function. -/
theorem energy_trial_unbounded {g : ℝ} (hg : g ≠ 0) (M : ℝ) :
    ∃ c, energy g (trial c) < M := by
  -- move the centre down the cubic slope: g c = -t with t = |M| + 1
  obtain ⟨c, hc⟩ : ∃ c, g * c = -(|M| + 1) := ⟨-(|M| + 1) / g, by field_simp⟩
  refine ⟨c, ?_⟩
  have hE : energy g (trial c)
      = 1 / 2 - 3 * (|M| + 1) / 2 - c ^ 2 * (|M| + 1 - 1 / 2) := by
    rw [energy_trial]
    linear_combination (c ^ 2 + 3 / 2) * hc
  have h0 : 0 ≤ |M| := abs_nonneg M
  have h1 : -|M| ≤ M := neg_abs_le M
  have h2 : 0 ≤ c ^ 2 * (|M| + 1 - 1 / 2) := mul_nonneg (sq_nonneg c) (by linarith)
  rw [hE]
  linarith
```

Without the condition the conclusion fails: at g = 0, E(c) = 1/2 + c²/2 ≥ 1/2. The set of trial energies over all c is therefore bounded below exactly when g = 0. The theorem covers the shifted Gaussians only; a lower bound over all admissible states at g = 0 is not proved here.

```lean
/-- The trial energies are bounded below over all centres `c` exactly when the cubic
coupling vanishes. -/
theorem bddBelow_energy_trial_iff (g : ℝ) :
    BddBelow (Set.range fun c => energy g (trial c)) ↔ g = 0 := by
  constructor
  · rintro ⟨M, hM⟩
    by_contra hg
    obtain ⟨c, hc⟩ := energy_trial_unbounded hg M
    exact absurd (hM ⟨c, rfl⟩) (not_le_of_gt hc)
  · rintro rfl
    refine ⟨1 / 2, ?_⟩
    rintro _ ⟨c, rfl⟩
    show 1 / 2 ≤ energy 0 (trial c)
    rw [energy_trial]
    nlinarith [sq_nonneg c]
```

For g ≠ 0 no constant E₀ satisfies E₀ ≤ E[ψ] for all admissible ψ, because an admissible trial state with energy below E₀ contradicts it. This excludes a ground state in the variational sense of a lowest mean energy. No self-adjoint operator, domain or spectrum is defined, so nothing is stated about eigenvalues or resonances, and complex g is not treated. For a single vibrational coordinate with the potential truncated after a nonzero cubic term, minimising the energy of a normalised Gaussian whose centre is free to move along the whole line has no global minimum to converge to.

```lean
/-- For nonzero cubic coupling, no constant is a lower bound for the energy of all
admissible states. -/
theorem no_energy_lower_bound {g : ℝ} (hg : g ≠ 0) :
    ¬ ∃ E₀ : ℝ, ∀ ψ, Admissible g ψ → E₀ ≤ energy g ψ := by
  rintro ⟨E₀, h⟩
  obtain ⟨c, hc⟩ := energy_trial_unbounded hg E₀
  exact absurd (h _ (trial_admissible g c)) (not_le_of_gt hc)

end

end CubicOscillatorTrial
```

```lean
#print axioms CubicOscillatorTrial.energy_trial_unbounded
#print axioms CubicOscillatorTrial.bddBelow_energy_trial_iff
#print axioms CubicOscillatorTrial.no_energy_lower_bound
```

```
'CubicOscillatorTrial.energy_trial_unbounded' depends on axioms: [propext, Classical.choice, Quot.sound]
'CubicOscillatorTrial.bddBelow_energy_trial_iff' depends on axioms: [propext, Classical.choice, Quot.sound]
'CubicOscillatorTrial.no_energy_lower_bound' depends on axioms: [propext, Classical.choice, Quot.sound]
```
